# Two-domain twinning of independent acentric intensities lowers their normalised second moment from 2 to as little as 3/2

Take a twin with two domains of equal volume. At each reflection the detector records

\[
J=\tfrac12 I_0+\tfrac12 I_1 ,
\]

where \(I_0\) and \(I_1\) are the intensities that the two domains would give as whole crystals. Suppose that they are independent and that each follows the exponential law with mean 1. Writing \(E\) for the mean, we have \(E I_0=E I_1=1\), \(E I_0^2=E I_1^2=2\) and \(E I_0I_1=1\). Hence \(E J=1\) and

\[
E J^2=\tfrac14\,(2+2\cdot 1+2)=\tfrac32 .
\]

Under the same exponential law, an untwinned crystal has second moment 2. The drop comes from the cross term: a product of two different intensities averages to 1, a square to 2. With twin fraction \(a\), so that \(J=(1-a)I_0+aI_1\), the same expansion gives

\[
E J^2=2(1-a)^2+2a(1-a)+2a^2=2-2a+2a^2 .
\]

The calculation rests on three assumptions: the exponential law, independence, and fractions that sum to one. The comments below on relaxing each of them are plain algebra, with no theorem behind them in the Lean code.

## The assumptions as Lean objects

```lean
import Mathlib

open MeasureTheory ProbabilityTheory Set

namespace TwinnedIntensityStatistics

noncomputable section
```

The law is a measure on the real line with density \(e^{-x}\) for \(x>0\) and no mass elsewhere.

```lean
/-- The unit-mean exponential law of acentric intensities: density `exp (-x)` on `x > 0`. -/
def acentricLaw : Measure ℝ :=
  (volume.restrict (Ioi (0 : ℝ))).withDensity (fun x => ENNReal.ofReal (Real.exp (-x)))
```

The domains are labelled by a type `ι`, and `I i` is the intensity from domain `i`, a function on a space `Ω` with measure `P`. One may think of a point of `Ω` as a reflection drawn at random. The field `law` says that the distribution of each `I i` is `acentricLaw`, and `indep` asks for independence of each pair of different domains, which is weaker than joint independence. The field `measurable` is the technical condition under which a distribution makes sense.

```lean
/-- Pairwise independent intensities, one for each twin domain, each with the acentric law. -/
structure AcentricFamily {Ω ι : Type*} [MeasurableSpace Ω] (P : Measure Ω)
    (I : ι → Ω → ℝ) : Prop where
  measurable : ∀ i, Measurable (I i)
  law : ∀ i, P.map (I i) = acentricLaw
  indep : Pairwise fun i j => IndepFun (I i) (I j) P
```

The recorded intensity is \(J=\sum_i a_iI_i\), a finite sum. Adding intensities and not amplitudes means that the domains scatter incoherently with respect to each other. The sum also supposes that every recorded reflection receives a contribution from every domain with non-zero fraction, so partial overlap of the domain lattices is not covered.

```lean
/-- The intensity of a twinned crystal: the domain intensities weighted by the fractions `a i`. -/
def twinnedIntensity {Ω ι : Type*} [Fintype ι] (a : ι → ℝ) (I : ι → Ω → ℝ) (ω : Ω) : ℝ :=
  ∑ i, a i * I i ω
```

For two domains, the second moment is written as a function of the twin fraction alone.

```lean
/-- The second moment of the intensity of a two-domain twin with twin fraction `a`. -/
def twinSecondMoment {Ω : Type*} [MeasurableSpace Ω] (P : Measure Ω)
    (I : Fin 2 → Ω → ℝ) (a : ℝ) : ℝ :=
  ∫ ω, ((1 - a) * I 0 ω + a * I 1 ω) ^ 2 ∂P
```

## Exponential intensities with unit mean

For a general reflection of a crystal without a centre of symmetry, the structure factor is a sum of many atomic contributions with scattered phases. If its real and imaginary parts are treated as independent Gaussians with mean zero and equal variance, its squared modulus is exponentially distributed. Unit mean expresses normalisation by the average intensity. The exponential law is assumed here, not derived from atomic positions.

By hand, the law enters through its moments. Integration by parts gives

\[
\int_0^\infty x^n e^{-x}\,dx=n\int_0^\infty x^{n-1}e^{-x}\,dx\quad(n\ge1),
\qquad \int_0^\infty e^{-x}\,dx=1,
\]

so the \(n\)-th moment is \(n!\). In Lean, `acentric_moment` rewrites the integral against the law as an ordinary integral with weight \(e^{-x}\), recognises the Gamma integral at \(n+1\), and takes both convergence and the value \(n!\) from Mathlib.

```lean
/-- Every moment of the acentric law is finite, and the `n`-th one equals `n!`. -/
theorem acentric_moment (n : ℕ) :
    Integrable (fun x : ℝ => x ^ n) acentricLaw ∧
      ∫ x, x ^ n ∂acentricLaw = (n.factorial : ℝ) := by
  have hm : Measurable (fun x : ℝ => ENNReal.ofReal (Real.exp (-x))) :=
    (Real.measurable_exp.comp measurable_neg).ennreal_ofReal
  have ht : ∀ᵐ x ∂(volume.restrict (Ioi (0 : ℝ))), ENNReal.ofReal (Real.exp (-x)) < ⊤ :=
    ae_of_all _ fun _ => ENNReal.ofReal_lt_top
  have hn : (0 : ℝ) < (n : ℝ) + 1 := by positivity
  -- the weighted power is the integrand of the Gamma function at `n + 1`
  have hf : (fun x : ℝ => (ENNReal.ofReal (Real.exp (-x))).toReal • x ^ n) =
      fun x : ℝ => Real.exp (-x) * x ^ ((n : ℝ) + 1 - 1) := by
    funext x
    rw [ENNReal.toReal_ofReal (Real.exp_pos _).le, smul_eq_mul, add_sub_cancel_right,
      Real.rpow_natCast]
  constructor
  · rw [acentricLaw, integrable_withDensity_iff_integrable_smul' hm ht, hf]
    exact Real.GammaIntegral_convergent hn
  · rw [acentricLaw, integral_withDensity_eq_integral_toReal_smul hm ht, hf,
      ← Real.Gamma_eq_integral hn, Real.Gamma_nat_eq_factorial]
```

The case \(n=0\) says that the total probability is 1.

```lean
/-- The acentric law has total probability one. -/
instance acentricLaw_isProbabilityMeasure : IsProbabilityMeasure acentricLaw := by
  have h : acentricLaw.real univ = 1 := by simpa using (acentric_moment 0).2
  exact ⟨(ENNReal.toReal_eq_one_iff _).mp h⟩
```

Families satisfying the assumptions exist for any finite number of domains: take independent draws from the law, one per domain. In Lean these are the coordinates on a product space.

```lean
/-- For any finite number of domains, the coordinates on the product of acentric laws form an
acentric family. -/
theorem acentricFamily_witness {ι : Type*} [Fintype ι] :
    AcentricFamily (Measure.pi fun _ : ι => acentricLaw) (fun i (ω : ι → ℝ) => ω i) where
  measurable i := measurable_pi_apply i
  law i := (measurePreserving_eval (fun _ : ι => acentricLaw) i).map_eq
  indep := by
    intro i j hij
    have h : iIndepFun (fun i (ω : ι → ℝ) => ω i) (Measure.pi fun _ : ι => acentricLaw) :=
      iIndepFun_pi (X := fun (_ : ι) (x : ℝ) => x) (fun _ => measurable_id.aemeasurable)
    exact h.indepFun hij
```

The moments then pass from the law to the intensities by a change of variables, so \(E I_i^n=n!\) for every domain.

```lean
variable {Ω ι : Type*} [MeasurableSpace Ω] {P : Measure Ω}

/-- The `n`-th moment of each domain intensity is finite and equals `n!`. -/
theorem domain_moment {I : ι → Ω → ℝ} (hI : AcentricFamily P I) (i : ι) (n : ℕ) :
    Integrable (fun ω => I i ω ^ n) P ∧ ∫ ω, I i ω ^ n ∂P = (n.factorial : ℝ) := by
  have h := acentric_moment n
  rw [← hI.law i] at h
  have hm : AEMeasurable (I i) P := (hI.measurable i).aemeasurable
  have hs : AEStronglyMeasurable (fun x : ℝ => x ^ n) (P.map (I i)) :=
    (continuous_pow n).aestronglyMeasurable
  exact ⟨(integrable_map_measure hs hm).1 h.1, (integral_map hm hs).symm.trans h.2⟩
```

If the law is replaced by another with mean 1 and second moment \(m\), while the other assumptions stay, then \(E J^2=1+(m-1)\sum_i a_i^2\). For the ideal centric distribution \(m=3\), and a two-domain twin with equal fractions has second moment 2 instead of the untwinned 3. The acentric limits therefore should not be applied to centric reflections.

## Independence of different domains

For reflections in general position, the twin operation superposes intensities that the symmetry of the single crystal does not relate; special reflections, such as those on a twin axis, can be exceptions. Twinning by inversion is excluded altogether: it superposes Friedel mates, the reflections with opposite indices, whose intensities are equal when anomalous scattering is negligible. Independence says that knowing one of the two superposed intensities tells nothing about the other. By hand, it is used once, to factorise a mean: for \(i\ne j\),

\[
E I_iI_j=(E I_i)(E I_j)=1,\qquad\text{while}\qquad E I_i^2=2 .
\]

Both cases together read \(E I_iI_j=1+\delta_{ij}\). The proof of `pair_moment` splits in the same way. Equal indices use the second moment from `domain_moment`; different indices use `indep`, which supplies both the integrability of the product and its factorised mean.

```lean
/-- The mean product of two domain intensities is 2 for the same domain and 1 for different
domains. -/
theorem pair_moment [DecidableEq ι] {I : ι → Ω → ℝ} (hI : AcentricFamily P I) (i j : ι) :
    Integrable (fun ω => I i ω * I j ω) P ∧
      ∫ ω, I i ω * I j ω ∂P = 1 + if i = j then 1 else 0 := by
  by_cases hij : i = j
  · subst hij
    have h := domain_moment hI i 2
    simp only [pow_two] at h
    refine ⟨h.1, h.2.trans ?_⟩
    norm_num [Nat.factorial]
  · have h1 : ∀ k, Integrable (I k) P ∧ ∫ ω, I k ω ∂P = 1 := fun k => by
      simpa using domain_moment hI k 1
    have hind := hI.indep hij
    refine ⟨hind.integrable_mul (h1 i).1 (h1 j).1, ?_⟩
    -- independence factorises the mean of the product
    have h : ∫ ω, I i ω * I j ω ∂P = (∫ ω, I i ω ∂P) * ∫ ω, I j ω ∂P :=
      hind.integral_mul_eq_mul_integral (h1 i).1.aestronglyMeasurable
        (h1 j).1.aestronglyMeasurable
    rw [h, (h1 i).2, (h1 j).2, if_neg hij]
    norm_num
```

Without independence the drop can vanish. If the superposed reflections are equivalent by symmetry, or are Friedel mates without anomalous scattering, then \(I_0=I_1\), so \(J=I_0\) and the second moment is 2 at every twin fraction. In general, a covariance \(c\) between the two intensities adds \(2a(1-a)c\) to the second moment. Non-crystallographic symmetry close to the twin operation can produce a positive covariance and so hide part of the twinning.

## Fractions that sum to one

The number \(a_i\) is the share of the scattering volume that belongs to domain \(i\), and `ha` states \(\sum_i a_i=1\). By hand, this gives the mean at once, \(E J=\sum_i a_i\,E I_i=1\), and it is used twice more in the second moment:

\[
E J^2=\sum_i\sum_j a_ia_j(1+\delta_{ij})
=\sum_i\Bigl(a_i\sum_j a_j+a_i^2\Bigr)
=\sum_i(a_i+a_i^2)=1+\sum_i a_i^2 .
\]

In `twinned_moments`, `hsq` is the double-sum expansion, `hint` the integrability that allows integration term by term, and `hrow` the value \(a_i+a_i^2\) of one row.

```lean
/-- For domain fractions summing to one, the twinned intensity has mean 1 and second moment
one plus the sum of the squared fractions. -/
theorem twinned_moments [Fintype ι] {I : ι → Ω → ℝ} (hI : AcentricFamily P I)
    (a : ι → ℝ) (ha : ∑ i, a i = 1) :
    ∫ ω, twinnedIntensity a I ω ∂P = 1 ∧
      ∫ ω, twinnedIntensity a I ω ^ 2 ∂P = 1 + ∑ i, a i ^ 2 := by
  classical
  constructor
  · have h1 : ∀ k, Integrable (I k) P ∧ ∫ ω, I k ω ∂P = 1 := fun k => by
      simpa using domain_moment hI k 1
    simp only [twinnedIntensity]
    rw [MeasureTheory.integral_finsetSum _ fun i _ => (h1 i).1.const_mul (a i)]
    simp only [integral_const_mul, (h1 _).2, mul_one, ha]
  · -- expand the square into a double sum over domains
    have hsq : ∀ ω, twinnedIntensity a I ω ^ 2 =
        ∑ i, ∑ j, a i * a j * (I i ω * I j ω) := fun ω => by
      rw [twinnedIntensity, pow_two, Finset.sum_mul_sum]
      exact Finset.sum_congr rfl fun i _ => Finset.sum_congr rfl fun j _ => by ring
    have hint : ∀ i j, Integrable (fun ω => a i * a j * (I i ω * I j ω)) P :=
      fun i j => (pair_moment hI i j).1.const_mul _
    simp only [hsq]
    rw [MeasureTheory.integral_finsetSum _ fun i _ => MeasureTheory.integrable_finsetSum _ fun j _ => hint i j]
    have hrow : ∀ i, ∫ ω, ∑ j, a i * a j * (I i ω * I j ω) ∂P = a i + a i ^ 2 := fun i => by
      rw [MeasureTheory.integral_finsetSum _ fun j _ => hint i j]
      simp only [integral_const_mul, (pair_moment hI _ _).2, mul_add, mul_one, mul_ite,
        mul_zero, Finset.sum_add_distrib, Finset.sum_ite_eq, Finset.mem_univ, if_true]
      rw [← Finset.mul_sum, ha]
      ring
    simp only [hrow, Finset.sum_add_distrib, ha]
```

The same condition gives a lower bound. Let \(N\) be the number of domains, which is at least 1 because an empty sum is not 1, and put \(c=1/N\) (no longer a covariance). Then

\[
\sum_i(a_i-c)^2=\sum_i a_i^2-2c\sum_i a_i+Nc^2=\sum_i a_i^2-2c+c=\sum_i a_i^2-\frac1N .
\]

The left side is non-negative, and it is zero only if every \(a_i\) equals \(1/N\). So \(E J^2\ge 1+1/N\), with equality exactly for equal fractions. For a single domain this is the untwinned value 2. In the Lean proof the displayed identity is `key`, and the equality case follows because a sum of squares vanishes only when each square does.

```lean
/-- With `N` twin domains the second moment is at least `1 + 1/N`, with equality exactly when
all domain fractions equal `1/N`. -/
theorem second_moment_lower_bound [Fintype ι] {I : ι → Ω → ℝ} (hI : AcentricFamily P I)
    (a : ι → ℝ) (ha : ∑ i, a i = 1) :
    1 + 1 / (Fintype.card ι : ℝ) ≤ ∫ ω, twinnedIntensity a I ω ^ 2 ∂P ∧
      (∫ ω, twinnedIntensity a I ω ^ 2 ∂P = 1 + 1 / (Fintype.card ι : ℝ) ↔
        ∀ i, a i = 1 / (Fintype.card ι : ℝ)) := by
  have hne : Nonempty ι := by
    by_contra h
    rw [not_nonempty_iff] at h
    simp at ha
  have hN : (Fintype.card ι : ℝ) ≠ 0 := Nat.cast_ne_zero.mpr Fintype.card_ne_zero
  rw [(twinned_moments hI a ha).2]
  have hc : (Fintype.card ι : ℝ) * (1 / (Fintype.card ι : ℝ)) = 1 := mul_one_div_cancel hN
  generalize 1 / (Fintype.card ι : ℝ) = c at hc ⊢
  -- the excess over the bound is the squared spread of the fractions
  have key : ∑ i, (a i - c) ^ 2 = ∑ i, a i ^ 2 - c := by
    calc ∑ i, (a i - c) ^ 2 = ∑ i, (a i ^ 2 - 2 * c * a i + c ^ 2) :=
          Finset.sum_congr rfl fun i _ => by ring
      _ = ∑ i, a i ^ 2 - 2 * c * ∑ i, a i + (Fintype.card ι : ℝ) * c ^ 2 := by
          rw [Finset.sum_add_distrib, Finset.sum_sub_distrib, ← Finset.mul_sum,
            Finset.sum_const, Finset.card_univ, nsmul_eq_mul]
      _ = ∑ i, a i ^ 2 - c := by
          rw [ha]
          linear_combination c * hc
  have hpos : 0 ≤ ∑ i, (a i - c) ^ 2 := Finset.sum_nonneg fun i _ => sq_nonneg _
  refine ⟨by linarith, fun h => ?_, fun h => ?_⟩
  · have h0 : ∑ i, (a i - c) ^ 2 = 0 := by linarith
    intro i
    have hi := (Finset.sum_eq_zero_iff_of_nonneg fun i _ => sq_nonneg (a i - c)).1 h0 i
      (Finset.mem_univ i)
    exact sub_eq_zero.1 (pow_eq_zero_iff two_ne_zero |>.1 hi)
  · have h0 : ∑ i, (a i - c) ^ 2 = 0 := Finset.sum_eq_zero fun i _ => by rw [h i]; ring
    linarith
```

If the fractions sum to some \(s\neq 0\), as happens when the data are on an arbitrary scale, the mean is \(s\) and the second moment is \(s^2+\sum_i a_i^2\). Dividing the second moment by the squared mean restores the formula for the fractions \(a_i/s\).

No theorem assumes that the fractions are non-negative. The identities and the bound hold for all real \(a_i\) with sum 1, though only values in \([0,1]\) describe a twin.

## The fall from 2 to 3/2

For two domains the fractions are \(1-a\) and \(a\), whose sum is 1 automatically, so this assumption disappears from the statement. The general formula becomes \(1+(1-a)^2+a^2=2-2a+2a^2\).

```lean
/-- A two-domain twin with twin fraction `a` has mean intensity 1 and second moment
`2 - 2a + 2a²`. -/
theorem two_domain_moments {I : Fin 2 → Ω → ℝ} (hI : AcentricFamily P I) (a : ℝ) :
    ∫ ω, ((1 - a) * I 0 ω + a * I 1 ω) ∂P = 1 ∧
      twinSecondMoment P I a = 2 - 2 * a + 2 * a ^ 2 := by
  have h := twinned_moments hI ![1 - a, a] (by simp [Fin.sum_univ_two])
  simp only [twinnedIntensity, Fin.sum_univ_two, Matrix.cons_val_zero, Matrix.cons_val_one,
    Matrix.cons_val_fin_one] at h
  exact ⟨h.1, h.2.trans (by ring)⟩
```

Write \(M(a)\) for this second moment. Then \(M(0)=2\), and two identities give the rest:

\[
M(x)-M(y)=2(y-x)(1-x-y),\qquad M(a)-\tfrac32=2\bigl(a-\tfrac12\bigr)^2 .
\]

If \(0\le x<y\le\tfrac12\), then \(x+y<1\), so both factors in the first identity are positive and \(M(x)>M(y)\). The second shows that the minimum is \(\tfrac32\), reached only at \(a=\tfrac12\). In Lean, `StrictAntiOn` on `Icc 0 (1 / 2)` is the strict decrease on \([0,\tfrac12]\). Its proof gives `nlinarith` the positive product \((y-x)(1-x-y)\), and the bound uses the square \((a-\tfrac12)^2\).

```lean
/-- The second moment of a two-domain twin is 2 at twin fraction 0, falls strictly up to twin
fraction 1/2, and has minimum 3/2, attained only at 1/2. -/
theorem two_domain_second_moment_falls {I : Fin 2 → Ω → ℝ} (hI : AcentricFamily P I) :
    twinSecondMoment P I 0 = 2 ∧
      StrictAntiOn (twinSecondMoment P I) (Icc 0 (1 / 2)) ∧
      ∀ a, 3 / 2 ≤ twinSecondMoment P I a ∧
        (twinSecondMoment P I a = 3 / 2 ↔ a = 1 / 2) := by
  have hM : ∀ a, twinSecondMoment P I a = 2 - 2 * a + 2 * a ^ 2 :=
    fun a => (two_domain_moments hI a).2
  refine ⟨by rw [hM]; norm_num, ?_, fun a => ?_⟩
  · intro x hx y hy hxy
    have hy2 : y ≤ 1 / 2 := hy.2
    rw [hM, hM]
    nlinarith [mul_pos (sub_pos.2 hxy) (by linarith : (0 : ℝ) < 1 - x - y)]
  · rw [hM]
    refine ⟨by nlinarith [sq_nonneg (a - 1 / 2)], fun h => ?_, fun h => by rw [h]; norm_num⟩
    have h0 : (a - 1 / 2) ^ 2 = 0 := by linear_combination h / 2
    exact sub_eq_zero.1 (pow_eq_zero_iff two_ne_zero |>.1 h0)

end

end TwinnedIntensityStatistics
```

In a simulation that draws twinned data from independent unit-mean exponential intensities, with complete overlap and no measurement error, \(2-2a+2a^2\) is the exact expectation with which the sample second moment can be compared. In this same ideal model, strict decrease means that the second moment determines a twin fraction between 0 and \(\tfrac12\).

```lean
#print axioms TwinnedIntensityStatistics.second_moment_lower_bound
-- 'TwinnedIntensityStatistics.second_moment_lower_bound' depends on axioms: [propext, Classical.choice, Quot.sound]
#print axioms TwinnedIntensityStatistics.two_domain_second_moment_falls
-- 'TwinnedIntensityStatistics.two_domain_second_moment_falls' depends on axioms: [propext, Classical.choice, Quot.sound]
```
